# The B88 gradient coefficient \(g'(x)/x\) tends to \(2b\) at vanishing reduced gradient

The quotient \(g'(x)/x\) has no value of its own at \(x=0\), where it reads \(0/0\), so its behaviour there is stated as a limit through nonzero \(x\). In Lean this choice matters: division by zero returns \(0\) by convention, and substituting \(x=0\) would give \(0\) instead of \(2b\). Here

\[
g(x)=\frac{b x^2}{1+6b\,x\,\operatorname{arsinh}x}
\]

is the gradient enhancement of the B88 exchange functional. The reduced gradient is \(x=s/\rho^{4/3}\), with \(\rho\) the density of one spin channel and \(s=|\nabla\rho|\). The constant \(b\) is a parameter of the functional that sets the strength of the gradient correction at small \(x\).

The limit concerns points where the density is positive and its gradient vanishes, such as a smooth density extremum. The exchange potential contains the derivative of the energy density with respect to \(s\), divided by \(s\), and for B88 this coefficient stays finite there.

```lean
import Mathlib

open Filter Topology

namespace B88GradientLimit

noncomputable section
```

Mathlib supplies the real functions and their calculus. The `open` line gives access to the notation for limits, in which `𝓝 0` stands for the neighbourhoods of \(0\).

## Enhancement and energy density

```lean
/-- The B88 denominator `1 + 6 b x arsinh x` at reduced gradient `x`. -/
def den (b x : ℝ) : ℝ := 1 + 6 * b * (x * Real.arsinh x)
```

This is the denominator \(D(x)=1+6b\,x\operatorname{arsinh}x\). Both `b` and `x` are arbitrary real numbers, although physically \(b>0\) and \(x\ge 0\). Allowing negative \(x\) makes the limit two-sided.

```lean
/-- The B88 gradient enhancement `g(x) = b x² / (1 + 6 b x arsinh x)`. -/
def g (b x : ℝ) : ℝ := b * x ^ 2 / den b x
```

This is \(g(x)=bx^2/D(x)\). In Lean, `g b` is the function of \(x\) at fixed \(b\), and `g b x` is its value.

```lean
/-- The gradient coefficient written without division by the reduced gradient `x`. -/
def coeff (b x : ℝ) : ℝ :=
  b * (2 + 6 * b * (x * Real.arsinh x - x ^ 2 / √(1 + x ^ 2))) / den b x ^ 2
```

The function `coeff b`, written \(c(x)\) below, is

\[
c(x)=\frac{b\left[2+6b\left(x\operatorname{arsinh}x-\dfrac{x^2}{\sqrt{1+x^2}}\right)\right]}{D(x)^2}.
\]

It will turn out to equal \(g'(x)/x\) for nonzero \(x\) wherever \(D(x)\neq0\). It contains no division by \(x\), so it can be evaluated at \(x=0\) directly.

```lean
/-- The B88 gradient correction to the exchange energy density of one spin channel,
with spin density `ρ` and gradient magnitude `s`. -/
def energyDensity (b ρ s : ℝ) : ℝ :=
  -ρ ^ (4 / 3 : ℝ) * g b (s / ρ ^ (4 / 3 : ℝ))
```

The gradient correction to the exchange energy density of one spin channel is \(e(\rho,s)=-\rho^{4/3}g(s/\rho^{4/3})\). The local-density part is left out because it doesn't depend on \(s\). The annotation `(4 / 3 : ℝ)` makes the exponent a real number.

## Bounds on \(x\operatorname{arsinh}x\)

```lean
/-- The product `x arsinh x` lies between `0` and `x²`. -/
theorem mul_arsinh_bounds (x : ℝ) :
    0 ≤ x * Real.arsinh x ∧ x * Real.arsinh x ≤ x ^ 2 := by
  have key : ∀ y : ℝ, 0 ≤ Real.sinh y * y ∧ Real.sinh y * y ≤ Real.sinh y ^ 2 := by
    intro y
    rcases le_total 0 y with hy | hy
    · have h : y ≤ Real.sinh y := Real.self_le_sinh_iff.mpr hy
      have h0 : 0 ≤ Real.sinh y := hy.trans h
      exact ⟨mul_nonneg h0 hy, by nlinarith [mul_nonneg h0 (sub_nonneg.mpr h)]⟩
    · have h : Real.sinh y ≤ y := Real.sinh_le_self_iff.mpr hy
      have h0 : Real.sinh y ≤ 0 := h.trans hy
      exact ⟨mul_nonneg_of_nonpos_of_nonpos h0 hy,
        by nlinarith [mul_nonneg (neg_nonneg.mpr h0) (sub_nonneg.mpr h)]⟩
  have h := key (Real.arsinh x)
  rwa [Real.sinh_arsinh] at h
```

The statement is \(0\le x\operatorname{arsinh}x\le x^2\) for every real \(x\). Put \(y=\operatorname{arsinh}x\), so that \(x=\sinh y\).

- If \(y\ge0\), then \(0\le y\le\sinh y\). Multiplying by \(\sinh y\ge0\) gives \(0\le y\sinh y\le\sinh^2y\).
- If \(y\le0\), then \(\sinh y\le y\le0\). Multiplying by \(\sinh y\le0\) reverses the inequalities and gives the same result.

The auxiliary claim `key` is this case distinction. The last two lines substitute \(y=\operatorname{arsinh}x\) back.

## One factor of \(x\) in the derivative

```lean
/-- Wherever the B88 denominator is nonzero, the derivative of the enhancement is
`x` times the division-free gradient coefficient. -/
theorem hasDerivAt_g (b : ℝ) {x : ℝ} (hx : den b x ≠ 0) :
    HasDerivAt (g b) (x * coeff b x) x := by
  have hd : HasDerivAt (den b)
      (6 * b * (Real.arsinh x + x * (√(1 + x ^ 2))⁻¹)) x := by
    have h := (((hasDerivAt_id' x).fun_mul (Real.hasDerivAt_arsinh x)).const_mul
      (6 * b)).const_add 1
    exact h.congr_deriv (by ring)
  have hn : HasDerivAt (fun y : ℝ => b * y ^ 2) (b * (2 * x)) x :=
    ((hasDerivAt_pow 2 x).const_mul b).congr_deriv (by norm_num)
  -- the quotient rule, with one factor of x taken out of the numerator
  have e : (b * (2 * x) * den b x
      - b * x ^ 2 * (6 * b * (Real.arsinh x + x * (√(1 + x ^ 2))⁻¹))) / den b x ^ 2
      = x * coeff b x := by
    unfold coeff
    rw [← mul_div_assoc]
    congr 1
    unfold den
    ring
  exact (hn.fun_div hd hx).congr_deriv e
```

`HasDerivAt f m x` says that \(f\) is differentiable at \(x\) with derivative \(m\). The hypothesis `hx` requires \(D(x)\ne0\), and the conclusion is \(g'(x)=x\,c(x)\).

By hand, the product rule gives

\[
D'(x)=6b\left(\operatorname{arsinh}x+\frac{x}{\sqrt{1+x^2}}\right),
\]

and the quotient rule gives \(g'=(2bx\,D-bx^2D')/D^2\). The numerator is

\[
2bx+12b^2x^2\operatorname{arsinh}x-6b^2x^2\operatorname{arsinh}x-\frac{6b^2x^3}{\sqrt{1+x^2}}
= x\,b\left[2+6b\left(x\operatorname{arsinh}x-\frac{x^2}{\sqrt{1+x^2}}\right)\right],
\]

which is \(x\,c(x)D(x)^2\). In the proof, `hd` is the derivative of \(D\), `hn` that of \(bx^2\), and `e` the factorisation, whose algebra is settled by `ring`.

## The limit at zero

```lean
/-- The B88 denominator is a continuous function of the reduced gradient. -/
theorem continuous_den (b : ℝ) : Continuous (den b) := by
  show Continuous (fun x : ℝ => 1 + 6 * b * (x * Real.arsinh x))
  exact continuous_const.add
    (continuous_const.mul (continuous_id.mul Real.continuous_arsinh))
```

\(D\) is continuous, being built from continuous functions by sums and products.

```lean
/-- The B88 denominator is nonzero for all sufficiently small reduced gradients. -/
theorem eventually_den_ne (b : ℝ) : ∀ᶠ x in 𝓝 (0 : ℝ), den b x ≠ 0 :=
  (continuous_den b).continuousAt.eventually_ne (by simp [den])
```

The symbol `∀ᶠ x in 𝓝 0` reads "for all \(x\) sufficiently close to \(0\)". Since \(D(0)=1\) and \(D\) is continuous, \(D(x)\neq0\) near zero. This holds even for negative \(b\), where \(D\) does vanish farther out.

```lean
/-- The division-free gradient coefficient tends to `2b` at vanishing reduced gradient. -/
theorem tendsto_coeff (b : ℝ) : Tendsto (coeff b) (𝓝 0) (𝓝 (2 * b)) := by
  have hq : Continuous (fun x : ℝ => x ^ 2 / √(1 + x ^ 2)) :=
    (continuous_pow 2).div (by fun_prop)
      (fun x => (Real.sqrt_pos.mpr (by positivity)).ne')
  have hn : Continuous (fun x : ℝ =>
      b * (2 + 6 * b * (x * Real.arsinh x - x ^ 2 / √(1 + x ^ 2)))) :=
    continuous_const.mul (continuous_const.add (continuous_const.mul
      ((continuous_id.mul Real.continuous_arsinh).sub hq)))
  have h0 : den b 0 ^ 2 ≠ 0 := by simp [den]
  have h : Tendsto (coeff b) (𝓝 0) (𝓝 (coeff b 0)) :=
    (hn.tendsto 0).div (((continuous_den b).pow 2).tendsto 0) h0
  have hv : coeff b 0 = 2 * b := by
    simp [coeff, den, mul_comm]
  rwa [hv] at h
```

`Tendsto (coeff b) (𝓝 0) (𝓝 (2 * b))` says that \(c(x)\to2b\) as \(x\to0\). The numerator and denominator of \(c\) are continuous, and the denominator equals \(1\) at zero. Hence \(c(x)\to c(0)=b\cdot2/1=2b\).

```lean
/-- The quotient `g'(x)/x` of the B88 enhancement tends to `2b` as the reduced gradient
tends to zero through nonzero values. -/
theorem tendsto_deriv_div (b : ℝ) :
    Tendsto (fun x => deriv (g b) x / x) (𝓝[≠] 0) (𝓝 (2 * b)) := by
  refine ((tendsto_coeff b).mono_left nhdsWithin_le_nhds).congr' ?_
  filter_upwards [self_mem_nhdsWithin, nhdsWithin_le_nhds (eventually_den_ne b)]
    with x hx hD
  have hx' : x ≠ 0 := hx
  rw [(hasDerivAt_g b hD).deriv, mul_div_cancel_left₀ _ hx']
```

This is the main theorem:

\[
\lim_{x\to0,\;x\ne0}\frac{g'(x)}{x}=2b .
\]

The symbol `𝓝[≠] 0` encodes the restriction to nonzero \(x\), and `deriv (g b) x` is \(g'(x)\). Close to zero, but not at it, \(D(x)\ne0\) and therefore

\[
\frac{g'(x)}{x}=\frac{x\,c(x)}{x}=c(x)\to2b .
\]

The step `congr'` transfers the limit from \(c\) to the quotient, because the two agree at all nearby nonzero points. The line with `filter_upwards` collects the two facts needed there, \(x\neq0\) and \(D(x)\ne0\).

## How small \(x\) has to be

```lean
/-- For `b ≥ 0` and nonzero reduced gradient, `g'(x)/x` lies below `2b` by at most
`24 b² x²`. -/
theorem deriv_div_error {b x : ℝ} (hb : 0 ≤ b) (hx : x ≠ 0) :
    0 ≤ 2 * b - deriv (g b) x / x ∧
      2 * b - deriv (g b) x / x ≤ 24 * b ^ 2 * x ^ 2 := by
  obtain ⟨ht, htx⟩ := mul_arsinh_bounds x
  have hD : 0 < den b x := by
    unfold den
    positivity
  have hs : 1 ≤ √(1 + x ^ 2) := Real.one_le_sqrt.mpr (by nlinarith [sq_nonneg x])
  have hq : 0 ≤ x ^ 2 / √(1 + x ^ 2) := by positivity
  have hqx : x ^ 2 / √(1 + x ^ 2) ≤ x ^ 2 := div_le_self (sq_nonneg x) hs
  rw [(hasDerivAt_g b hD.ne').deriv, mul_div_cancel_left₀ _ hx]
  unfold coeff
  unfold den at hD ⊢
  generalize x * Real.arsinh x = t at *
  generalize x ^ 2 / √(1 + x ^ 2) = q at *
  -- the deviation from 2b as a single fraction
  have e : 2 * b - b * (2 + 6 * b * (t - q)) / (1 + 6 * b * t) ^ 2
      = b ^ 2 * (18 * t + 6 * q + 72 * b * t ^ 2) / (1 + 6 * b * t) ^ 2 := by
    have hne := hD.ne'
    rw [eq_div_iff (pow_ne_zero 2 hne), sub_mul,
      div_mul_cancel₀ _ (pow_ne_zero 2 hne)]
    ring
  rw [e]
  refine ⟨by positivity, ?_⟩
  rw [div_le_iff₀ (pow_pos hD 2)]
  have hbt : 0 ≤ b * t := mul_nonneg hb ht
  have key : 18 * t + 6 * q + 72 * b * t ^ 2 ≤ 24 * x ^ 2 * (1 + 6 * b * t) ^ 2 := by
    nlinarith [mul_nonneg hbt (sub_nonneg.mpr htx), mul_nonneg hbt (sq_nonneg x),
      mul_nonneg (sq_nonneg x) (sq_nonneg (b * t))]
  calc b ^ 2 * (18 * t + 6 * q + 72 * b * t ^ 2)
      ≤ b ^ 2 * (24 * x ^ 2 * (1 + 6 * b * t) ^ 2) :=
        mul_le_mul_of_nonneg_left key (sq_nonneg b)
    _ = 24 * b ^ 2 * x ^ 2 * (1 + 6 * b * t) ^ 2 := by ring
```

For \(b\ge0\) and every \(x\ne0\),

\[
0\le 2b-\frac{g'(x)}{x}\le24b^2x^2 .
\]

Write \(t=x\operatorname{arsinh}x\) and \(q=x^2/\sqrt{1+x^2}\). Both lie between \(0\) and \(x^2\), and \(D=1+6bt\ge1\). Putting the difference over one denominator gives

\[
2b-c(x)=\frac{2b(1+6bt)^2-2b-6b^2(t-q)}{D^2}
=\frac{b^2\,(18t+6q+72bt^2)}{D^2}.
\]

Every term in the numerator is nonnegative, which proves the lower bound. For the upper bound, \(18t+6q\le24x^2\) and \(72bt^2\le72bt\,x^2\), so

\[
18t+6q+72bt^2\le24x^2+288bt\,x^2\le24x^2(1+6bt)^2 .
\]

Multiplying by \(b^2\) and dividing by \(D^2\) finishes the argument. The `generalize` lines introduce the letters \(t\) and \(q\), `e` is the single fraction, and `key` is the last inequality. There `nlinarith` finds the proof from the products of nonnegative quantities that it is given.

As a numerical instance, take the round values \(b=0.005\) and \(x=0.1\). The limit is \(2b=0.01\), and the bound is \(24\cdot(0.005)^2\cdot(0.1)^2=6\times10^{-6}\). For comparison, \(\operatorname{arsinh}0.1\approx0.099834\) gives \(t\approx0.0099834\), and \(q\approx0.0099504\). The single fraction then evaluates to about \(5.98\times10^{-6}\), so \(g'(x)/x\approx0.009994\). The bound is nearly attained here.

For \(b>0\), dividing by \(2b\) shows that the deviation, measured as a fraction of the limit \(2b\), is at most \(12bx^2\). A code that replaces the quotient by its limit below some threshold in \(x\) can choose the threshold from this estimate, which concerns exact real arithmetic and leaves out rounding.

## The coefficient at a density extremum

```lean
/-- At fixed positive spin density, the derivative of the B88 energy density with respect
to the gradient magnitude `s`, divided by `s`, tends to `-2b/ρ^(4/3)` as `s` tends to zero. -/
theorem tendsto_potential_coefficient (b : ℝ) {ρ : ℝ} (hρ : 0 < ρ) :
    Tendsto (fun s => deriv (energyDensity b ρ) s / s) (𝓝[≠] 0)
      (𝓝 (-(2 * b) / ρ ^ (4 / 3 : ℝ))) := by
  have hk : 0 < ρ ^ (4 / 3 : ℝ) := Real.rpow_pos_of_pos hρ _
  show Tendsto (fun s => deriv (fun s : ℝ =>
    -ρ ^ (4 / 3 : ℝ) * g b (s / ρ ^ (4 / 3 : ℝ))) s / s) _ _
  generalize ρ ^ (4 / 3 : ℝ) = k at hk ⊢
  have hs : Tendsto (fun s : ℝ => s / k) (𝓝 0) (𝓝 0) := by
    have h : Continuous (fun s : ℝ => s / k) := continuous_id.div_const k
    simpa using h.tendsto 0
  have hl : Tendsto (fun s => -coeff b (s / k) / k) (𝓝[≠] 0) (𝓝 (-(2 * b) / k)) :=
    ((((tendsto_coeff b).comp hs).neg).div_const k).mono_left nhdsWithin_le_nhds
  refine hl.congr' ?_
  filter_upwards [self_mem_nhdsWithin,
    nhdsWithin_le_nhds (hs.eventually (eventually_den_ne b))] with s hs0 hD
  have hs' : s ≠ 0 := hs0
  have hk' : k ≠ 0 := hk.ne'
  -- the chain rule through the reduced gradient s / k
  have h1 : HasDerivAt (fun s : ℝ => g b (s / k))
      (s / k * coeff b (s / k) * (1 / k)) s :=
    HasDerivAt.comp (h₂ := g b) (h := fun s : ℝ => s / k) s
      (hasDerivAt_g b hD) ((hasDerivAt_id' s).div_const k)
  rw [(h1.const_mul (-k)).deriv]
  field_simp

end

end B88GradientLimit
```

At fixed \(\rho>0\),

\[
\lim_{s\to0,\;s\neq0}\frac1s\frac{\partial e}{\partial s}=-\frac{2b}{\rho^{4/3}} .
\]

Set \(k=\rho^{4/3}>0\), so that \(e=-k\,g(s/k)\). For small nonzero \(s\), the chain rule gives

\[
\frac{\partial e}{\partial s}=-k\cdot\frac{s}{k}\,c\!\left(\frac sk\right)\cdot\frac1k=-\frac{s}{k}\,c\!\left(\frac sk\right),
\qquad
\frac1s\frac{\partial e}{\partial s}=-\frac1k\,c\!\left(\frac sk\right)\to-\frac{2b}{k}.
\]

In the proof, `hs` says that \(s/k\to0\), `hl` is the limit on the right, and `h1` is the chain rule. The final `field_simp` cancels \(s\) and \(k\), both known to be nonzero.

This coefficient multiplies \(\nabla\rho\) inside the divergence that enters the exchange potential. The theorem treats the coefficient alone, at fixed positive density. It covers neither the full potential, which also involves second derivatives of \(\rho\), nor density tails, where \(\rho\) and \(s\) go to zero together.

```lean
#print axioms B88GradientLimit.tendsto_coeff
-- 'B88GradientLimit.tendsto_coeff' depends on axioms: [propext, Classical.choice, Quot.sound]
#print axioms B88GradientLimit.tendsto_deriv_div
-- 'B88GradientLimit.tendsto_deriv_div' depends on axioms: [propext, Classical.choice, Quot.sound]
#print axioms B88GradientLimit.deriv_div_error
-- 'B88GradientLimit.deriv_div_error' depends on axioms: [propext, Classical.choice, Quot.sound]
#print axioms B88GradientLimit.tendsto_potential_coefficient
-- 'B88GradientLimit.tendsto_potential_coefficient' depends on axioms: [propext, Classical.choice, Quot.sound]
```
